# Conjugating a real matrix by a permutation matrix relabels its rows and columns

For a permutation `σ` of a finite index set, Mathlib's permutation matrix has a 1 at each position (i, σ i) and 0 elsewhere. The lemma says that multiplying a real square matrix `H` on the left by this matrix and on the right by its transpose gives the matrix whose (i, j) entry is `H (σ i) (σ j)`. With the opposite convention, a 1 at each (σ i, i), the inverse of `σ` would appear instead. In physics, this is how the matrix of an operator with real entries in a finite basis changes when the basis states are relabelled so that the new state i is the old state σ i. `H` need not be symmetric. The proof compares the two sides entry by entry with `ext i j`, then asks `simp` to expand the matrix products and evaluate the resulting sums.

The first attempt, which Lean rejects:

```lean
import Mathlib

open Matrix

namespace PermConj

noncomputable section

variable {n : Type*} [Fintype n] [DecidableEq n]

lemma perm_conj (σ : Equiv.Perm n) (H : Matrix n n ℝ) :
    σ.permMatrix ℝ * H * (σ.permMatrix ℝ)ᵀ = H.submatrix σ σ := by
  ext i j
  simp [Equiv.Perm.permMatrix, Matrix.mul_apply, PEquiv.toMatrix_apply, Equiv.toPEquiv_apply]

end

end PermConj
```

Compiling this gives:

```
Main.lean:12:64: error: unsolved goals
n : Type u_1
inst✝¹ : Fintype n
inst✝ : DecidableEq n
σ : Equiv.Perm n
H : Matrix n n ℝ
i j : n
⊢ (∑ x, if (Equiv.symm σ) x = j then H (σ i) x else 0) = H (σ i) (σ j)
```

What went wrong. The error `unsolved goals` means that `simp` made progress but did not finish. The left factor has already been dealt with, since the row index is `σ i` on both sides. What remains is a sum over `x` in which a term survives only if `(Equiv.symm σ) x = j`.

Exactly one `x` meets this condition, namely `σ j`, so the goal is true. But `simp` collapses such a sum when the condition equates the summation variable itself with a fixed value, and here `x` sits inside the inverse permutation.

The repair adds `Equiv.symm_apply_eq` to the `simp` call. This lemma turns `(Equiv.symm σ) x = j` into the equivalent `x = σ j`. The sum then has the form `simp` can evaluate, leaving the single term `H (σ i) (σ j)`, which is the right-hand side. The line break in the `simp` list is mere layout.

Fix (accepted with no message):

```diff
@@ -12,5 +12,6 @@
     σ.permMatrix ℝ * H * (σ.permMatrix ℝ)ᵀ = H.submatrix σ σ := by
   ext i j
-  simp [Equiv.Perm.permMatrix, Matrix.mul_apply, PEquiv.toMatrix_apply, Equiv.toPEquiv_apply]
+  simp [Equiv.Perm.permMatrix, Matrix.mul_apply, PEquiv.toMatrix_apply, Equiv.toPEquiv_apply,
+    Equiv.symm_apply_eq]
 
 end
```
